# With a differentiable, non-increasing self-energy, a rigid starting-point shift moves the quasiparticle energy at the rate $1-Z$

A $G_0W_0$ calculation starts from the eigenvalues of some mean-field problem, usually a Kohn–Sham one. Suppose a constant $\delta$ is added to the exchange-correlation potential. The orbitals, the density and all differences between eigenvalues stay as they were, and so does the screened interaction $W_0$, but every eigenvalue moves up by $\delta$. How much of that shift is left in the quasiparticle energy?

Take one orbital with eigenvalue $\varepsilon$ and exchange-correlation expectation value $v$ before the shift. The number $h=\varepsilon-v$ does not change, because $\varepsilon$ and $v$ both rise by $\delta$. The poles of $G_0$ move by $\delta$, so the diagonal self-energy $S(\omega)$ becomes $S(\omega-\delta)$. The quasiparticle energy $E$ then solves

$$E = h + S(E-\delta).$$

Let $S$ be real and differentiable on all of $\mathbb R$, with $S'\le 0$. Then there is exactly one solution $E(\delta)$ for each $\delta$, and

$$E'(\delta)=1-Z,\qquad Z=\frac{1}{1-S'(E(\delta)-\delta)},\qquad 0\le 1-Z<1.$$

The sign condition reflects the pole structure of the self-energy: a term $r/(\omega-p)$ with weight $r\ge 0$ has slope $-r/(\omega-p)^2\le 0$ away from its pole $p$. Differentiability on the whole line is an idealisation. It replaces $S$ by a smooth function that continues the pole-free window around the quasiparticle, and so excludes the additional solutions that poles can produce.

## Derivation from the monotonicity of $S$

**Order and uniqueness.** Let $E_1,E_2$ solve the equation at shifts $\delta_1\le\delta_2$. If $E_2<E_1$, then $E_2-\delta_2\le E_1-\delta_1$. Since $S$ is non-increasing, $S(E_1-\delta_1)\le S(E_2-\delta_2)$, and adding $h$ gives $E_1\le E_2$, a contradiction. Hence $E_1\le E_2$. For equal shifts the argument works in both directions and gives $E_1=E_2$.

**Existence.** Put $f(E)=E-S(E-\delta)$ and $a=S(h-\delta)$; we need $f(E)=h$. If $a\ge0$, then $f(h)=h-a\le h$, while $S(h+a-\delta)\le a$ gives $f(h+a)\ge h$. If $a\le0$, both inequalities reverse. As $f$ is continuous, it takes the value $h$ between $h$ and $h+a$.

**Continuity.** Let $\delta_1<\delta_2$ and suppose $E_2-E_1\ge\delta_2-\delta_1$. Then $E_1-\delta_1\le E_2-\delta_2$, so $S(E_2-\delta_2)\le S(E_1-\delta_1)$ and $E_2\le E_1$. This contradicts $E_2-E_1\ge\delta_2-\delta_1>0$. Therefore $0\le E_2-E_1<\delta_2-\delta_1$, and $E(\delta)$ is continuous.

**Derivative.** Let $x(\delta)=E(\delta)-\delta$ and $g(\omega)=h+S(\omega)-\omega$. The quasiparticle equation says $g(x(\delta))=\delta$. Since $x$ is continuous and $g'=S'-1\le-1$ is nonzero, the rule for the derivative of an inverse gives $x'=1/(S'-1)$, with $S'$ taken at $x(\delta)$. Thus

$$E'=1+\frac{1}{S'-1}=1-\frac{1}{1-S'}=1-Z.$$

From $1-S'\ge1$ follows $0<Z\le1$, which is the stated range.

**Finite shifts.** Suppose also $S'\ge-L$. Then $S(\omega)+L\omega$ is non-decreasing. Write $x_i=E_i-\delta_i$, $\Delta E=E_2-E_1$ and $\Delta\delta=\delta_2-\delta_1>0$. The continuity step gives $x_2<x_1$, so

$$\Delta E=S(x_2)-S(x_1)\le L(x_1-x_2)=L(\Delta\delta-\Delta E),$$

and hence $\Delta E\le \frac{L}{1+L}\Delta\delta$.

**Every fraction occurs.** For $0\le s<1$ take $S(\omega)=-c\,\omega$ with $c=s/(1-s)$. The equation becomes $(1+c)E=h+c\delta$. Since $1+c=1/(1-s)$, its solution is $E=(1-s)h+s\delta$: exactly the fraction $s$ of the shift survives.

## The shift in a $G_0W_0$ code

Many codes expand the self-energy to first order about the starting eigenvalue. With the shifted start $\varepsilon+\delta$ this gives

$$E\approx\varepsilon+\delta+Z_\varepsilon\,[h+S(\varepsilon)-\varepsilon-\delta],\qquad Z_\varepsilon=\frac{1}{1-S'(\varepsilon)},$$

whose slope in $\delta$ is $1-Z_\varepsilon$. If the code reports $Z_\varepsilon=0.8$, a rigid shift of $0.5$ eV moves this linearised energy by $0.1$ eV. An actual change of functional also alters orbitals, level spacings and $W_0$, which the one-parameter model leaves out.

The response to $h$ follows in the same way. The equation for $x=E-\delta$ is $x=(h-\delta)+S(x)$, so $x$ depends only on $h-\delta$. Since $\partial x/\partial\delta=-Z$, we get $\partial E/\partial h=Z$: a change in the static part survives with weight $Z$, a rigid shift of the starting point with weight $1-Z$.

## The quasiparticle equation and $Z$ in Lean

All quantities are real numbers, and all energies and frequencies are in one common energy unit.

```lean
import Mathlib

open Filter Topology

namespace GWStartingPoint

noncomputable section
```

The equation is a predicate: `IsQPEnergy S h δ E` says that `E` is a solution, without presupposing that one exists or is unique.

```lean
/-- The quasiparticle equation `E = h + S (E - δ)`, in which a starting-point shift `δ`
rigidly displaces the frequency argument of the self-energy `S`. -/
def IsQPEnergy (S : ℝ → ℝ) (h δ E : ℝ) : Prop :=
  E = h + S (E - δ)
```

The factor $Z$ is a function of the self-energy and of the frequency at which its slope is taken. In the theorems that frequency is `E δ - δ`, the argument of $S$ at the solution.

```lean
/-- The renormalization factor `Z = 1 / (1 - S'(ω))`, for frequencies with `S'(ω) ≠ 1`. -/
def renormFactor (S : ℝ → ℝ) (ω : ℝ) : ℝ :=
  1 / (1 - deriv S ω)
```

The linear example is parametrised by the surviving fraction `s`.

```lean
/-- The self-energy `S(ω) = -(s / (1 - s)) ω`, linear in frequency, for `s ≠ 1`. -/
def linearSelfEnergy (s : ℝ) (ω : ℝ) : ℝ :=
  -(s / (1 - s)) * ω
```

## Ordering, strict contraction and existence

The first two lemmas are the order and continuity steps. They need only `Antitone S`, that is, $S$ non-increasing. Each assumes the opposite inequality, applies `hA` to the two arguments of $S$, and leaves the contradiction to `linarith`.

```lean
/-- For a non-increasing self-energy, a larger starting-point shift never lowers the
quasiparticle energy. -/
theorem qpEnergy_mono {S : ℝ → ℝ} (hA : Antitone S) {h δ₁ δ₂ E₁ E₂ : ℝ}
    (h₁ : IsQPEnergy S h δ₁ E₁) (h₂ : IsQPEnergy S h δ₂ E₂) (hδ : δ₁ ≤ δ₂) :
    E₁ ≤ E₂ := by
  unfold IsQPEnergy at h₁ h₂
  by_contra hc
  have hlt := not_le.mp hc
  have hS := hA (show E₂ - δ₂ ≤ E₁ - δ₁ by linarith)
  linarith

/-- For a non-increasing self-energy, the quasiparticle energy rises by strictly less than
the increase of the starting-point shift. -/
theorem qpEnergy_shift_lt {S : ℝ → ℝ} (hA : Antitone S) {h δ₁ δ₂ E₁ E₂ : ℝ}
    (h₁ : IsQPEnergy S h δ₁ E₁) (h₂ : IsQPEnergy S h δ₂ E₂) (hδ : δ₁ < δ₂) :
    E₂ - E₁ < δ₂ - δ₁ := by
  unfold IsQPEnergy at h₁ h₂
  by_contra hc
  have hle := not_lt.mp hc
  have hS := hA (show E₁ - δ₁ ≤ E₂ - δ₂ by linarith)
  linarith
```

Existence uses continuity in addition; uniqueness does not. The case split on the sign of `S (h - δ)` is the split on $a$ above, and `mem_range_of_exists_le_of_exists_ge` is the intermediate value theorem. Uniqueness applies `qpEnergy_mono` twice at equal shifts.

```lean
/-- For a continuous non-increasing self-energy, the quasiparticle equation has exactly one
solution at every starting-point shift. -/
theorem existsUnique_qpEnergy {S : ℝ → ℝ} (hC : Continuous S) (hA : Antitone S)
    (h δ : ℝ) : ∃! E, IsQPEnergy S h δ E := by
  have hc : Continuous (fun E : ℝ => E - S (E - δ)) := by fun_prop
  -- the solution is bracketed by `h` and the first iterate `h + S (h - δ)`
  have hr : h ∈ Set.range (fun E : ℝ => E - S (E - δ)) := by
    rcases le_total 0 (S (h - δ)) with hs | hs
    · have h1 := hA (show h - δ ≤ h + S (h - δ) - δ by linarith)
      exact mem_range_of_exists_le_of_exists_ge hc
        ⟨h, by show h - S (h - δ) ≤ h; linarith⟩
        ⟨h + S (h - δ), by
          show h ≤ h + S (h - δ) - S (h + S (h - δ) - δ); linarith⟩
    · have h1 := hA (show h + S (h - δ) - δ ≤ h - δ by linarith)
      exact mem_range_of_exists_le_of_exists_ge hc
        ⟨h + S (h - δ), by
          show h + S (h - δ) - S (h + S (h - δ) - δ) ≤ h; linarith⟩
        ⟨h, by show h ≤ h - S (h - δ); linarith⟩
  obtain ⟨E, hE⟩ := hr
  have hE' : E - S (E - δ) = h := hE
  have hsol : IsQPEnergy S h δ E := by
    unfold IsQPEnergy
    linarith
  exact ⟨E, hsol, fun E' h' =>
    le_antisymm (qpEnergy_mono hA h' hsol le_rfl) (qpEnergy_mono hA hsol h' le_rfl)⟩
```

## The derivative $1-Z$

Here `E` is any function that solves the equation at every shift; its continuity is derived, not assumed. The two lemmas above make it Lipschitz with constant 1 (`hL`). The identity `hinv` is $g(x(t))=t$, and `HasDerivAt.of_local_left_inverse` is the inverse rule. Adding back the derivative of $t$ gives $E'$, and the last lines rewrite it as $1-Z$.

```lean
/-- If the self-energy has non-positive slope, a solution branch `E(δ)` of the quasiparticle
equation has derivative `1 - Z` with respect to the starting-point shift. -/
theorem hasDerivAt_qpEnergy {S : ℝ → ℝ} (hS : Differentiable ℝ S)
    (hS' : ∀ ω, deriv S ω ≤ 0) {h : ℝ} {E : ℝ → ℝ}
    (hE : ∀ δ, IsQPEnergy S h δ (E δ)) (δ : ℝ) :
    HasDerivAt E (1 - renormFactor S (E δ - δ)) δ := by
  have hA : Antitone S := antitone_of_deriv_nonpos hS hS'
  -- the branch is 1-Lipschitz, hence continuous
  have hL : LipschitzWith 1 E := by
    apply LipschitzWith.of_le_add
    intro x y
    rw [Real.dist_eq]
    rcases le_or_gt x y with hxy | hxy
    · have h1 := qpEnergy_mono hA (hE x) (hE y) hxy
      have h2 := abs_nonneg (x - y)
      linarith
    · have h1 := qpEnergy_shift_lt hA (hE y) (hE x) hxy
      have h2 := le_abs_self (x - y)
      linarith
  have hcont : ContinuousAt (fun t => E t - t) δ :=
    (hL.continuous.sub continuous_id).continuousAt
  have hg : HasDerivAt (fun ω => h + S ω - ω) (deriv S (E δ - δ) - 1) (E δ - δ) :=
    ((hS (E δ - δ)).hasDerivAt.const_add h).fun_sub (hasDerivAt_id' (E δ - δ))
  have hne : deriv S (E δ - δ) - 1 ≠ 0 := by
    have h1 := hS' (E δ - δ)
    exact ne_of_lt (by linarith)
  -- the relative frequency `E t - t` inverts `ω ↦ h + S ω - ω`
  have hinv : ∀ t, h + S (E t - t) - (E t - t) = t := by
    intro t
    have h1 : E t = h + S (E t - t) := hE t
    linarith
  have hx : HasDerivAt (fun t => E t - t) (deriv S (E δ - δ) - 1)⁻¹ δ :=
    HasDerivAt.of_local_left_inverse hcont hg hne (Eventually.of_forall hinv)
  have hsum : HasDerivAt (fun t => E t - t + t) ((deriv S (E δ - δ) - 1)⁻¹ + 1) δ :=
    hx.fun_add (hasDerivAt_id' δ)
  have he : (fun t => E t - t + t) = E := by
    funext t
    ring
  rw [he] at hsum
  apply hsum.congr_deriv
  have hneg : deriv S (E δ - δ) - 1 = -(1 - deriv S (E δ - δ)) := by ring
  unfold renormFactor
  rw [hneg, inv_neg, one_div]
  ring
```

The main theorem combines these results. For given `S` and `h` there is a function `E` such that `e` solves the equation at shift `δ` if and only if `e = E δ`. At every `δ` it has derivative $1-Z$, and this number lies in `Set.Ico 0 1`, the interval $[0,1)$. Besides the sign condition $S'\le0$, only differentiability of $S$ is assumed; $S'$ may be discontinuous.

```lean
/-- For a differentiable self-energy of non-positive slope, the quasiparticle equation defines
a unique energy `E(δ)` at every starting-point shift, and its derivative `1 - Z` lies in
`[0, 1)`. -/
theorem starting_point_shift_survives_partially {S : ℝ → ℝ} (hS : Differentiable ℝ S)
    (hS' : ∀ ω, deriv S ω ≤ 0) (h : ℝ) :
    ∃ E : ℝ → ℝ, (∀ δ e, IsQPEnergy S h δ e ↔ e = E δ) ∧
      ∀ δ, HasDerivAt E (1 - renormFactor S (E δ - δ)) δ ∧
        1 - renormFactor S (E δ - δ) ∈ Set.Ico (0 : ℝ) 1 := by
  have hA : Antitone S := antitone_of_deriv_nonpos hS hS'
  have hU := existsUnique_qpEnergy hS.continuous hA h
  choose E hE using fun δ => (hU δ).exists
  refine ⟨E, fun δ e => ⟨fun he => (hU δ).unique he (hE δ), fun he => he ▸ hE δ⟩,
    fun δ => ⟨hasDerivAt_qpEnergy hS hS' hE δ, ?_⟩⟩
  have hd := hS' (E δ - δ)
  have hpos : 0 < 1 - deriv S (E δ - δ) := by linarith
  have hZ0 : 0 < renormFactor S (E δ - δ) := one_div_pos.mpr hpos
  have hZ1 : renormFactor S (E δ - δ) ≤ 1 := by
    unfold renormFactor
    rw [div_le_iff₀ hpos]
    linarith
  exact ⟨by linarith, by linarith⟩
```

## Finite shifts and the linear self-energy

The derivative bound alone allows surviving fractions arbitrarily close to 1. A lower bound `-L` on the slope, which limits how strongly the self-energy varies with frequency, gives a uniform estimate. In the proof `hM` states that $S(\omega)+L\omega$ is non-decreasing, and `hm` applies this to the two relative frequencies.

```lean
/-- If the slope of the self-energy lies between `-L` and `0`, at most the fraction `L / (1 + L)` of
a finite increase of the rigid starting-point shift survives in the quasiparticle energy. -/
theorem qpEnergy_shift_le {S : ℝ → ℝ} (hS : Differentiable ℝ S) {L : ℝ}
    (hS' : ∀ ω, deriv S ω ≤ 0) (hL : ∀ ω, -L ≤ deriv S ω) {h δ₁ δ₂ E₁ E₂ : ℝ}
    (h₁ : IsQPEnergy S h δ₁ E₁) (h₂ : IsQPEnergy S h δ₂ E₂) (hδ : δ₁ < δ₂) :
    E₂ - E₁ ≤ L / (1 + L) * (δ₂ - δ₁) := by
  have hlt := qpEnergy_shift_lt (antitone_of_deriv_nonpos hS hS') h₁ h₂ hδ
  have hD : ∀ ω, HasDerivAt (fun ω => S ω + L * ω) (deriv S ω + L * 1) ω := fun ω =>
    (hS ω).hasDerivAt.fun_add ((hasDerivAt_id' ω).const_mul L)
  -- the slope bound makes `S ω + L ω` non-decreasing
  have hM : Monotone (fun ω => S ω + L * ω) := by
    apply monotone_of_deriv_nonneg (fun ω => (hD ω).differentiableAt)
    intro ω
    rw [(hD ω).deriv]
    linarith [hL ω]
  have hm : S (E₂ - δ₂) + L * (E₂ - δ₂) ≤ S (E₁ - δ₁) + L * (E₁ - δ₁) :=
    hM (show E₂ - δ₂ ≤ E₁ - δ₁ by linarith)
  have hpos : 0 < 1 + L := by linarith [hL 0, hS' 0]
  unfold IsQPEnergy at h₁ h₂
  rw [div_mul_eq_mul_div, le_div_iff₀ hpos]
  nlinarith
```

The last theorem confirms that the linear self-energy satisfies the hypotheses and gives its solution as an equivalence. The proof replaces `s / (1 - s)` by a constant `c` with $c(1-s)=s$ and checks both directions by linear algebra. The interval $[0,1)$ therefore can't be narrowed, and with $L=s/(1-s)$ the finite-shift bound holds with equality.

```lean
/-- For every `s` in `[0, 1)` the linear self-energy is differentiable with non-positive slope,
and its quasiparticle energy is `(1 - s) h + s δ`. -/
theorem every_fraction_attained {s : ℝ} (hs₀ : 0 ≤ s) (hs₁ : s < 1) :
    Differentiable ℝ (linearSelfEnergy s) ∧ (∀ ω, deriv (linearSelfEnergy s) ω ≤ 0) ∧
      ∀ h δ E, IsQPEnergy (linearSelfEnergy s) h δ E ↔ E = (1 - s) * h + s * δ := by
  have hpos : 0 < 1 - s := by linarith
  have hD : ∀ ω, HasDerivAt (linearSelfEnergy s) (-(s / (1 - s))) ω := fun ω =>
    ((hasDerivAt_id' ω).const_mul (-(s / (1 - s)))).congr_deriv (mul_one _)
  refine ⟨fun ω => (hD ω).differentiableAt, fun ω => ?_, fun h δ E => ?_⟩
  · rw [(hD ω).deriv]
    exact neg_nonpos.mpr (div_nonneg hs₀ hpos.le)
  · have k : s / (1 - s) * (1 - s) = s := div_mul_cancel₀ s hpos.ne'
    unfold IsQPEnergy linearSelfEnergy
    generalize s / (1 - s) = c at k ⊢
    constructor
    · intro hE
      linear_combination (1 - s) * hE - (E - δ) * k
    · intro hE
      linear_combination (1 + c) * hE + (h - δ) * k

end

end GWStartingPoint
```

```lean
#print axioms GWStartingPoint.starting_point_shift_survives_partially
-- 'GWStartingPoint.starting_point_shift_survives_partially' depends on axioms: [propext, Classical.choice, Quot.sound]
#print axioms GWStartingPoint.qpEnergy_shift_le
-- 'GWStartingPoint.qpEnergy_shift_le' depends on axioms: [propext, Classical.choice, Quot.sound]
#print axioms GWStartingPoint.every_fraction_attained
-- 'GWStartingPoint.every_fraction_attained' depends on axioms: [propext, Classical.choice, Quot.sound]
```
